# A continuous function on a band $[a,b]$, $a<b$, whose moments $0,\dots,n$ vanish has at least $n+1$ zeros inside the band

Let $f=D_1-D_2$ be the difference of two densities of states on a common energy band from $a$ to $b$. Its moments are

$$M_k(f)=\int_a^b E^k f(E)\,dE ,$$

written `moment f a b k`. Only the real function $f$ enters: neither the positivity of $D_1$ and $D_2$ nor the way they were computed is used.

```lean
import Mathlib

open Set

namespace DensityOfStatesMoments

/-- The `k`-th energy moment of `f` over the band from `a` to `b`. -/
noncomputable def moment (f : ℝ → ℝ) (a b : ℝ) (k : ℕ) : ℝ :=
  ∫ E in a..b, E ^ k * f E
```

We say that $f$ changes sign at least $m$ times if there are energies $x_0<\dots<x_m$ in $(a,b)$ and a real $\sigma$ with $\sigma(-1)^i f(x_i)>0$ for $i=0,\dots,m$. The number $\sigma$ fixes the sign at $x_0$. In Lean `x` is an infinite sequence, of which only these $m+1$ terms matter.

```lean
/-- `f` changes sign at least `m` times inside the band `(a, b)`: there are `m + 1` increasing
energies at which `f` is nonzero with alternating sign. -/
def HasSignChanges (f : ℝ → ℝ) (a b : ℝ) (m : ℕ) : Prop :=
  ∃ (x : ℕ → ℝ) (σ : ℝ), (∀ i ≤ m, x i ∈ Ioo a b) ∧ (∀ i < m, x i < x (i + 1)) ∧
    ∀ i ≤ m, 0 < σ * (-1) ^ i * f (x i)
```

## Equal moments

$M_0(f)=0$ means that both densities hold the same number of states. With $M_1(f)=0$ as well, their band energies agree when the band is full. The claim is that $m$ vanishing moments, $k=0,\dots,m-1$, force $m$ sign changes if $f$ is continuous and not identically zero. The derivation is by induction on $m$.

Suppose that $M_0(f),\dots,M_m(f)$ vanish, and let $F(E)=\int_a^E f$. Then $F(a)=0$ and $F(b)=M_0(f)=0$. Integration by parts gives

$$(k+1)M_k(F)+M_{k+1}(f)=b^{k+1}F(b)-a^{k+1}F(a)=0,$$

so $M_k(F)=0$ for $k<m$.

```lean
/-- Integration by parts relates the moments of a function `F` to those of its continuous
derivative `f`. -/
theorem moment_by_parts {F f : ℝ → ℝ} (hF : ∀ x, HasDerivAt F (f x) x) (hf : Continuous f)
    (a b : ℝ) (k : ℕ) :
    ((k : ℝ) + 1) * moment F a b k + moment f a b (k + 1)
      = b ^ (k + 1) * F b - a ^ (k + 1) * F a := by
  have hFc : Continuous F := continuous_iff_continuousAt.2 fun x => (hF x).continuousAt
  have h1 : ∀ x ∈ uIcc a b, HasDerivAt (fun x => x ^ (k + 1) * F x)
      (((k : ℝ) + 1) * (x ^ k * F x) + x ^ (k + 1) * f x) x := fun x _ => by
    refine ((hasDerivAt_pow (k + 1) x).fun_mul (hF x)).congr_deriv ?_
    simp only [Nat.add_sub_cancel]
    push_cast
    ring
  have h2 := intervalIntegral.integral_eq_sub_of_hasDerivAt h1
    (Continuous.intervalIntegrable (by fun_prop) a b)
  rw [intervalIntegral.integral_add (Continuous.intervalIntegrable (by fun_prop) a b)
    (Continuous.intervalIntegrable (by fun_prop) a b), intervalIntegral.integral_const_mul] at h2
  exact h2
```

By induction $F$ changes sign at least $m$ times. Let $x_0<\dots<x_m$ and $\sigma$ be the energies and the number that the definition provides for $F$. Put $y_0=a$, $y_{j+1}=x_j$ for $j\le m$, and $y_{m+2}=b$. For $1\le i\le m$,

$$\sigma(-1)^i[F(y_{i+1})-F(y_i)]=\sigma(-1)^iF(x_i)+\sigma(-1)^{i-1}F(x_{i-1})>0 .$$

For $i=0$ the left side is $\sigma F(x_0)>0$, and for $i=m+1$ it is $\sigma(-1)^mF(x_m)>0$. The mean value theorem gives $z_i\in(y_i,y_{i+1})$ where $f=F'$ has the sign of the increment. These $m+2$ energies show $m+1$ sign changes of $f$.

The mistake to avoid is leaving out the band edges: the interior energies alone give only $m$ increments, two too few.

In the proof below, `step` holds the three cases and `mv` the mean value theorem.

```lean
/-- If a differentiable function vanishes at both band edges and changes sign at least `m` times
inside the band, then its derivative changes sign at least `m + 1` times there. -/
theorem sign_changes_deriv {F f : ℝ → ℝ} {a b : ℝ} {m : ℕ} (hF : ∀ x, HasDerivAt F (f x) x)
    (ha : F a = 0) (hb : F b = 0) (h : HasSignChanges F a b m) :
    HasSignChanges f a b (m + 1) := by
  obtain ⟨x, σ, hx, hm, hs⟩ := h
  -- add the band edges to the list of energies
  obtain ⟨y, y0, yS, yb⟩ : ∃ y : ℕ → ℝ, y 0 = a ∧ (∀ j ≤ m, y (j + 1) = x j) ∧
      y (m + 1 + 1) = b :=
    ⟨fun i => if i = 0 then a else if i = m + 1 + 1 then b else x (i - 1), by simp,
      fun j hj => by
        have : j ≠ m + 1 := by omega
        simp [this], by simp⟩
  -- the increments of `F` alternate in sign
  have step : ∀ i ≤ m + 1, y i < y (i + 1) ∧
      0 < σ * (-1) ^ i * (F (y (i + 1)) - F (y i)) := by
    intro i hi
    rcases i with _ | j
    · rw [yS 0 (Nat.zero_le m), y0, ha]
      exact ⟨(hx 0 (Nat.zero_le m)).1, by simpa using hs 0 (Nat.zero_le m)⟩
    · rcases Nat.lt_or_ge j m with h | h
      · rw [yS j (by omega), yS (j + 1) (by omega)]
        have h1 := hs j (by omega)
        have h2 := hs (j + 1) (by omega)
        refine ⟨hm j h, ?_⟩
        rw [pow_succ] at h2 ⊢
        nlinarith
      · have e : j = m := by omega
        rw [e, yS m le_rfl, yb, hb]
        have h1 := hs m le_rfl
        refine ⟨(hx m le_rfl).2, ?_⟩
        rw [pow_succ]
        nlinarith
  -- the mean value theorem turns increments into values of the derivative
  have mv : ∀ i, ∃ z, i ≤ m + 1 → z ∈ Ioo (y i) (y (i + 1)) ∧ 0 < σ * (-1) ^ i * f z := by
    intro i
    by_cases hi : i ≤ m + 1
    · obtain ⟨h1, h2⟩ := step i hi
      obtain ⟨c, hc, e⟩ := exists_hasDerivAt_eq_slope F f h1
        (fun t _ => (hF t).continuousAt.continuousWithinAt) (fun t _ => hF t)
      refine ⟨c, fun _ => ⟨hc, ?_⟩⟩
      rw [e, ← mul_div_assoc]
      exact div_pos h2 (sub_pos.2 h1)
    · exact ⟨0, fun h => absurd h hi⟩
  choose z hz using mv
  refine ⟨z, σ, fun i hi => ⟨?_, ?_⟩, fun i hi => ?_, fun i hi => (hz i hi).2⟩
  · refine lt_of_le_of_lt ?_ (hz i hi).1.1
    rcases i with _ | j
    · exact y0.ge
    · rw [yS j (by omega)]
      exact (hx j (by omega)).1.le
  · refine lt_of_lt_of_le (hz i hi).1.2 ?_
    rcases Nat.lt_or_ge m i with h | h
    · have e : i = m + 1 := by omega
      rw [e, yb]
    · rw [yS i h]
      exact (hx i h).2.le
  · exact (hz i (by omega)).1.2.trans (hz (i + 1) (by omega)).1.1
```

Without the last moment condition the count fails: $f(E)=E-\tfrac{a+b}{2}$ has $M_0(f)=0$ but only one zero, whereas $M_0(f)=M_1(f)=0$ would require two.

## Two densities that differ somewhere

The induction starts at $m=0$, where one energy with $f\neq0$ is needed; there $\sigma=f(x)$ serves. The condition also passes from $f$ to $F$: if $F$ vanished throughout $(a,b)$, so would $F'=f$. The Lean proof does this by uniqueness of the derivative.

```lean
/-- A function continuous on the whole energy axis and nonzero somewhere inside the band, whose
first `m` moments over the band vanish, changes sign at least `m` times inside the band. -/
theorem sign_changes_of_continuous {a b : ℝ} (m : ℕ) : ∀ f : ℝ → ℝ, Continuous f →
    (∃ x ∈ Ioo a b, f x ≠ 0) → (∀ k < m, moment f a b k = 0) → HasSignChanges f a b m := by
  induction m with
  | zero =>
    rintro f - ⟨x, hx, h0⟩ -
    refine ⟨fun _ => x, f x, fun _ _ => hx, fun i hi => absurd hi (by omega), fun i hi => ?_⟩
    have e : i = 0 := by omega
    rw [e, pow_zero, mul_one]
    exact mul_self_pos.2 h0
  | succ m ih =>
    rintro f hf ⟨x, hx, h0⟩ hm
    -- `F` is the integrated function, zero at both band edges
    obtain ⟨F, hF, Fa, Fb⟩ : ∃ F : ℝ → ℝ, (∀ x, HasDerivAt F (f x) x) ∧ F a = 0 ∧ F b = 0 :=
      ⟨fun u => ∫ t in a..u, f t, fun u => (hf.integral_hasStrictDerivAt a u).hasDerivAt,
        by simp, by simpa [moment] using hm 0 (by omega)⟩
    refine sign_changes_deriv hF Fa Fb (ih F
      (continuous_iff_continuousAt.2 fun u => (hF u).continuousAt) ?_ fun k hk => ?_)
    · by_contra hc
      push Not at hc
      have hev : F =ᶠ[nhds x] fun _ => (0 : ℝ) := by
        filter_upwards [Ioo_mem_nhds hx.1 hx.2] with u hu using hc u hu
      exact h0 ((hF x).unique ((hasDerivAt_const x (0 : ℝ)).congr_of_eventuallyEq hev))
    · have e := moment_by_parts hF hf a b k
      rw [Fa, Fb, hm (k + 1) (by omega)] at e
      have e' : ((k : ℝ) + 1) * moment F a b k = 0 := by linarith
      exact (mul_eq_zero.1 e').resolve_left (by positivity)
```

For $f=0$ all moments vanish and there is no sign change. The zero count survives, since every energy is then a zero.

## Continuity on the closed band

Continuity allows kinks in $f$, but excludes jumps, divergences and the delta peaks of discrete levels. By hand it gives $F'=f$. The Lean proof first extends $f$ by its edge values to a continuous `g` on the whole axis, which leaves the moments unchanged. If `g` vanished inside the band, it would vanish at the edges too, so $f$ is nonzero somewhere inside.

```lean
/-- A function (such as the difference of two densities of states) continuous and not identically
zero on the band `[a, b]`, `a < b`, whose first `m` moments vanish, changes sign at least `m`
times inside the band. -/
theorem sign_changes_of_moments {f : ℝ → ℝ} {a b : ℝ} (hab : a < b)
    (hf : ContinuousOn f (Icc a b)) (h0 : ∃ x ∈ Icc a b, f x ≠ 0) {m : ℕ}
    (hm : ∀ k < m, moment f a b k = 0) : HasSignChanges f a b m := by
  -- extend `f` by constants beyond the band edges
  obtain ⟨g, hg, hgf⟩ : ∃ g : ℝ → ℝ, Continuous g ∧ ∀ x ∈ Icc a b, g x = f x :=
    ⟨fun x => f (projIcc a b hab.le x),
      hf.comp_continuous (continuous_subtype_val.comp continuous_projIcc)
        (fun x => (projIcc a b hab.le x).2),
      fun x hx => by simp only [projIcc_of_mem hab.le hx]⟩
  have hg0 : ∃ x ∈ Ioo a b, g x ≠ 0 := by
    by_contra hc
    push Not at hc
    obtain ⟨x, hx, hfx⟩ := h0
    have hcl : closure (Ioo a b) ⊆ {x | g x = 0} :=
      closure_minimal hc (isClosed_eq hg continuous_const)
    rw [closure_Ioo hab.ne] at hcl
    exact hfx ((hgf x hx).symm.trans (hcl hx))
  have hgm : ∀ k < m, moment g a b k = 0 := fun k hk => by
    rw [← hm k hk]
    refine intervalIntegral.integral_congr fun x hx => ?_
    rw [uIcc_of_le hab.le] at hx

    rw [hgf x hx]
  obtain ⟨x, σ, hx, hlt, hs⟩ := sign_changes_of_continuous m g hg hg0 hgm
  refine ⟨x, σ, hx, hlt, fun i hi => ?_⟩
  rw [← hgf _ (Ioo_subset_Icc_self (hx i hi))]
  exact hs i hi
```

Continuity is used again to pass from sign changes to zeros: by the intermediate value theorem, $f$ vanishes between $x_i$ and $x_{i+1}$ for each $i<m$. These intervals are disjoint, so the $m$ zeros are distinct.

```lean
/-- A function continuous on the band `[a, b]` that changes sign at least `m` times inside it has
`m` zeros `z 0 < z 1 < ...` there. -/
theorem zeros_of_sign_changes {f : ℝ → ℝ} {a b : ℝ} {m : ℕ} (hf : ContinuousOn f (Icc a b))
    (h : HasSignChanges f a b m) :
    ∃ z : ℕ → ℝ, (∀ i < m, z i ∈ Ioo a b ∧ f (z i) = 0) ∧ ∀ i, i + 1 < m → z i < z (i + 1) := by
  obtain ⟨x, σ, hx, hlt, hs⟩ := h
  -- one zero between each pair of neighbouring energies
  have iv : ∀ i, ∃ z, i < m → z ∈ Ioo (x i) (x (i + 1)) ∧ f z = 0 := by
    intro i
    by_cases hi : i < m
    · have h1 := hs i hi.le
      have h2 := hs (i + 1) hi
      have hc : ContinuousOn (fun t => σ * (-1) ^ i * f t) (Icc (x i) (x (i + 1))) :=
        continuousOn_const.mul (hf.mono (Icc_subset_Icc (hx i hi.le).1.le (hx (i + 1) hi).2.le))
      have h3 : σ * (-1) ^ i * f (x (i + 1)) < 0 := by
        rw [pow_succ] at h2
        nlinarith
      obtain ⟨z, hz, e⟩ := intermediate_value_Ioo' (hlt i hi).le hc ⟨h3, h1⟩
      exact ⟨z, fun _ => ⟨hz, (mul_eq_zero.1 e).resolve_left (left_ne_zero_of_mul h1.ne')⟩⟩
    · exact ⟨0, fun h => absurd h hi⟩
  choose z hz using iv
  exact ⟨z, fun i hi => ⟨⟨(hx i hi.le).1.trans (hz i hi).1.1,
    (hz i hi).1.2.trans (hx (i + 1) hi).2⟩, (hz i hi).2⟩,
    fun i hi => (hz i (by omega)).1.2.trans (hz (i + 1) hi).1.1⟩
```

A step equal to $-1$ below mid-band and $+1$ from there on has $M_0=0$ and no zero.

## A band of positive width

The condition $a<b$ provides an interior. If $a=b$, all moments vanish and $(a,b)$ is empty, so no zeros can be found there.

The final theorem takes $a<b$, continuity on $[a,b]$ and $M_k(f)=0$ for all $k\le n$, and returns zeros $z_0<\dots<z_n$ in $(a,b)$. If $f$ is nonzero somewhere, the sign-change theorem applies with $m=n+1$; otherwise any increasing energies in the band will do.

```lean
/-- A function continuous on the band `[a, b]`, `a < b`, whose moments `0, ..., n` vanish has
`n + 1` zeros `z 0 < ... < z n` inside the band. -/
theorem zeros_of_moments {f : ℝ → ℝ} {a b : ℝ} (hab : a < b) (hf : ContinuousOn f (Icc a b))
    {n : ℕ} (hm : ∀ k ≤ n, moment f a b k = 0) :
    ∃ z : ℕ → ℝ, (∀ i < n + 1, z i ∈ Ioo a b ∧ f (z i) = 0) ∧
      ∀ i, i + 1 < n + 1 → z i < z (i + 1) := by
  by_cases h0 : ∃ x ∈ Icc a b, f x ≠ 0
  · exact zeros_of_sign_changes hf
      (sign_changes_of_moments hab hf h0 fun k hk => hm k (by omega))
  · -- if `f` vanishes on the whole band, any increasing energies will do
    push Not at h0
    obtain ⟨u, hu, hI, -⟩ := exists_seq_strictMono_tendsto' hab
    exact ⟨u, fun i _ => ⟨hI i, h0 _ (Ioo_subset_Icc_self (hI i))⟩,
      fun i _ => hu (Nat.lt_succ_self i)⟩

end DensityOfStatesMoments
```

Thus, if a model density of states reproduces moments $0,\dots,n$ of a reference on the same finite band, and their difference is continuous, the two curves meet at $n+1$ or more interior energies. This says nothing about how far apart they are in between.

```lean
#print axioms DensityOfStatesMoments.zeros_of_moments
-- 'DensityOfStatesMoments.zeros_of_moments' depends on axioms: [propext, Classical.choice, Quot.sound]
```
